# Inverse powers of lattice distances in n ≥ 1 dimensions are summable exactly when the exponent exceeds n

Convergence of a lattice sum is taken here to be independent of the order in which the sites are added. Lean's `Summable` expresses this: the finite partial sums approach one limit however the finite sets grow to exhaust the lattice. For real terms, and for vectors in $\mathbb R^3$ such as electric fields, this is the same as absolute convergence, meaning that the sum of the magnitudes is finite. Whether a sum converges in some particular order, such as by expanding spheres, is a different question.

```lean
import Mathlib

open scoped InnerProductSpace
open Matrix

namespace LatticePowerSums

noncomputable section
```

The sites are labelled by integer vectors $m\in\mathbb Z^n$, with coordinates $m_i$. The real $n\times n$ matrix $A$ has the primitive translations as its columns, so the site $m$ lies at $Am$, written `latticeVec A m`. The hypothesis `A.det ≠ 0` says that these translations are linearly independent. Norms $\|\cdot\|$ of positions are Euclidean.

```lean
/-- The lattice vector `A m` with integer coordinates `m`; the columns of `A` are the
primitive translations. -/
def latticeVec {n : ℕ} (A : Matrix (Fin n) (Fin n) ℝ) (m : Fin n → ℤ) :
    EuclideanSpace ℝ (Fin n) :=
  WithLp.toLp 2 (A *ᵥ fun i => (m i : ℝ))
```

In three dimensions a point dipole $p$ produces, at displacement $r\neq0$, the field (Gaussian units)

$$E(p,r)=\frac{3(p\cdot r)\,r}{\|r\|^5}-\frac{p}{\|r\|^3}.$$

```lean
/-- The electric field at displacement `r` from a point dipole `p`, in Gaussian units. -/
def dipoleField (p r : EuclideanSpace ℝ (Fin 3)) : EuclideanSpace ℝ (Fin 3) :=
  (3 * ⟪p, r⟫_ℝ / ‖r‖ ^ 5) • r - (1 / ‖r‖ ^ 3) • p
```

## (a) Lattice lengths and integer coordinates

Let $\det A\ne0$. Find one constant $K>0$ such that, for all $m$, all $i$ and every $R\ge0$,

$$|m_i|\le K\|Am\|,\qquad\text{and}\qquad \|Am\|\le KR\ \text{ if all } |m_i|\le R.$$

Let $a$ be the sum of the lengths of the columns $a_i$ of $A$. The triangle inequality gives $\|Am\|\le\sum_i|m_i|\,\|a_i\|\le aR$. Let $b$ be the sum of the lengths of the rows of $A^{-1}$. Since $m=A^{-1}(Am)$, the Cauchy–Schwarz inequality gives $|m_i|\le b\|Am\|$. Then $K=a+b+1$ serves for both.

The Lean proof uses the operator norms of the maps `L` (apply $A$) and `M` (apply $A^{-1}$) in place of $a$ and $b$. The step `hinv` recovers $m$ from $Am$.

```lean
/-- If `A` is invertible, the length of a lattice vector is bounded below and above by fixed
positive multiples of the largest magnitude among its integer coordinates. -/
theorem latticeVec_comparable {n : ℕ} (A : Matrix (Fin n) (Fin n) ℝ) (hA : A.det ≠ 0) :
    ∃ K : ℝ, 0 < K ∧ (∀ m i, |(m i : ℝ)| ≤ K * ‖latticeVec A m‖) ∧
      ∀ (m : Fin n → ℤ) (R : ℝ), 0 ≤ R → (∀ i, |(m i : ℝ)| ≤ R) →
        ‖latticeVec A m‖ ≤ K * R := by
  let L : (Fin n → ℝ) →ₗ[ℝ] EuclideanSpace ℝ (Fin n) :=
    { toFun := fun x => WithLp.toLp 2 (A *ᵥ x)
      map_add' := by intro x y; simp [Matrix.mulVec_add]
      map_smul' := by intro c x; simp [Matrix.mulVec_smul] }
  let M : EuclideanSpace ℝ (Fin n) →ₗ[ℝ] (Fin n → ℝ) :=
    { toFun := fun y => A⁻¹ *ᵥ y.ofLp
      map_add' := by intro x y; simp [Matrix.mulVec_add]
      map_smul' := by intro c x; simp [Matrix.mulVec_smul] }
  have hL := L.toContinuousLinearMap.le_opNorm
  have hM := M.toContinuousLinearMap.le_opNorm
  have hL0 := norm_nonneg L.toContinuousLinearMap
  have hM0 := norm_nonneg M.toContinuousLinearMap
  refine ⟨‖L.toContinuousLinearMap‖ + ‖M.toContinuousLinearMap‖ + 1, by positivity, ?_, ?_⟩
  · intro m i
    -- recover the coordinates by applying the inverse matrix
    have hinv : M.toContinuousLinearMap (latticeVec A m) = fun i => (m i : ℝ) := by
      change A⁻¹ *ᵥ (A *ᵥ fun i => (m i : ℝ)) = _
      rw [Matrix.mulVec_mulVec, Matrix.nonsing_inv_mul A (isUnit_iff_ne_zero.mpr hA),
        Matrix.one_mulVec]
    have h1 := hM (latticeVec A m)
    rw [hinv] at h1
    have h2 : |(m i : ℝ)| ≤ ‖fun i => (m i : ℝ)‖ := norm_le_pi_norm (fun i => (m i : ℝ)) i
    nlinarith [norm_nonneg (latticeVec A m), mul_nonneg hL0 (norm_nonneg (latticeVec A m))]
  · intro m R hR hm
    have h1 : ‖latticeVec A m‖ ≤ ‖L.toContinuousLinearMap‖ * ‖fun i => (m i : ℝ)‖ :=
      hL (fun i => (m i : ℝ))
    have h2 : ‖fun i => (m i : ℝ)‖ ≤ R := (pi_norm_le_iff_of_nonneg hR).mpr hm
    nlinarith [mul_le_mul_of_nonneg_left h2 hL0, mul_nonneg hM0 hR]
```

## (b) Products of one-dimensional weights

Let $w(k)\ge0$ for $k\in\mathbb Z$, with $W=\sum_k w(k)$ finite. Show that

$$\sum_{m\in\mathbb Z^n}\ \prod_i w(m_i)<\infty.$$

Take a finite set $u$ of integer vectors, and let $u_i$ be the set of $i$-th coordinates occurring in it. Then $u$ lies in the box $\prod_i u_i$, over which the sum factorises:

$$\sum_{m\in u}\prod_i w(m_i)\le\prod_i\sum_{k\in u_i}w(k)\le W^n.$$

Nonnegative terms with bounded finite sums are summable. The `calc` block follows this chain, with `Finset.prod_univ_sum` as the factorisation.

```lean
/-- A product of identical summable nonnegative weights, one for each coordinate, is
summable over the integer lattice. -/
theorem summable_prod_weights {n : ℕ} {w : ℤ → ℝ} (h0 : ∀ k, 0 ≤ w k) (hw : Summable w) :
    Summable fun m : Fin n → ℤ => ∏ i, w (m i) := by
  refine summable_of_sum_le (c := ∏ _i : Fin n, ∑' k, w k)
    (fun m => Finset.prod_nonneg fun i _ => h0 _) fun u => ?_
  -- enclose the finite set in a box, where the sum factorises
  calc ∑ m ∈ u, ∏ i, w (m i)
      ≤ ∑ m ∈ Fintype.piFinset (fun i => u.image (fun m => m i)), ∏ i, w (m i) :=
        Finset.sum_le_sum_of_subset_of_nonneg
          (fun m hm => Fintype.mem_piFinset.2 fun i =>
            Finset.mem_image_of_mem (fun m : Fin n → ℤ => m i) hm)
          (fun m _ _ => Finset.prod_nonneg fun i _ => h0 _)
    _ = ∏ i, ∑ k ∈ u.image (fun m => m i), w k := by rw [Finset.prod_univ_sum]
    _ ≤ ∏ _i : Fin n, ∑' k, w k :=
        Finset.prod_le_prod (fun i _ => Finset.sum_nonneg fun k _ => h0 k)
          (fun i _ => hw.sum_le_tsum _ (fun k _ => h0 k))
```

## (c) Convergence above the dimension

Let $n\ge1$ and $s>n$, and let $\rho(m)$ be a real function with $|m_i|\le\rho(m)$ for all $m$ and $i$. Show that

$$\sum_{m\ne0}\rho(m)^{-s}<\infty.$$

A nonzero $m$ has a coordinate of magnitude at least 1, so $\rho(m)\ge1$. Put $p=s/n>1$ and share the exponent among the coordinates: $\rho^{-s}=\prod_i\rho^{-p}$. Define $w(0)=1$ and $w(k)=|k|^{-p}$ otherwise. If $m_i\ne0$, then $\rho\ge|m_i|$ gives $\rho^{-p}\le w(m_i)$; if $m_i=0$, then $\rho\ge1$ gives the same bound. Hence $\rho(m)^{-s}\le\prod_i w(m_i)$. Since $\sum_k w(k)=1+2\sum_{k\ge1}k^{-p}$ is finite, part (b) completes the comparison.

In the code, `hsplit` shares the exponent and `hb` is the termwise bound. The sum runs over the subtype `{m // m ≠ 0}`, which leaves out the origin.

```lean
/-- In `n ≥ 1` dimensions, if `ρ` dominates the magnitude of every integer coordinate, its inverse
powers with exponent above `n` are summable over the nonzero integer vectors. -/
theorem summable_of_dim_lt {n : ℕ} (hn : 0 < n) {s : ℝ} (hs : (n : ℝ) < s)
    {ρ : (Fin n → ℤ) → ℝ} (hlow : ∀ m i, |(m i : ℝ)| ≤ ρ m) :
    Summable fun m : {m : Fin n → ℤ // m ≠ 0} => ρ m.1 ^ (-s) := by
  have hn' : (0 : ℝ) < n := by exact_mod_cast hn
  have hp : 1 < s / n := by rwa [lt_div_iff₀ hn', one_mul]
  let w : ℤ → ℝ := fun k => |(k : ℝ)| ^ (-(s / n)) + if k = 0 then 1 else 0
  have hw0 : ∀ k, 0 ≤ w k := fun k =>
    add_nonneg (Real.rpow_nonneg (abs_nonneg _) _) (by split_ifs <;> norm_num)
  have hw : Summable w :=
    (Real.summable_abs_int_rpow hp).add (hasSum_ite_eq (0 : ℤ) (1 : ℝ)).summable
  have hρ : ∀ m : {m : Fin n → ℤ // m ≠ 0}, 1 ≤ ρ m.1 := by
    intro m
    obtain ⟨i, hi⟩ := Function.ne_iff.mp m.2
    have h1 : (1 : ℝ) ≤ |(m.1 i : ℝ)| := by exact_mod_cast Int.one_le_abs hi
    exact h1.trans (hlow _ i)
  have hb : ∀ m : {m : Fin n → ℤ // m ≠ 0}, ρ m.1 ^ (-s) ≤ ∏ i, w (m.1 i) := by
    intro m
    have hpos : 0 < ρ m.1 := by linarith [hρ m]
    -- share the exponent equally among the coordinates
    have hsplit : ρ m.1 ^ (-s) = ∏ _i : Fin n, ρ m.1 ^ (-(s / n)) := by
      rw [Finset.prod_const, Finset.card_univ, Fintype.card_fin, ← Real.rpow_natCast,
        ← Real.rpow_mul hpos.le]
      congr 1
      field_simp
    rw [hsplit]
    refine Finset.prod_le_prod (fun i _ => Real.rpow_nonneg hpos.le _) fun i _ => ?_
    have anti : ∀ a : ℝ, 0 < a → a ≤ ρ m.1 → ρ m.1 ^ (-(s / n)) ≤ a ^ (-(s / n)) := by
      intro a ha hab
      rw [Real.rpow_neg hpos.le, Real.rpow_neg ha.le]
      exact inv_anti₀ (Real.rpow_pos_of_pos ha _) (Real.rpow_le_rpow ha.le hab (by linarith))
    by_cases hi : m.1 i = 0
    · have h1 := anti 1 one_pos (hρ m)
      rw [Real.one_rpow] at h1
      have h2 : 0 ≤ |(m.1 i : ℝ)| ^ (-(s / n)) := Real.rpow_nonneg (abs_nonneg _) _
      simp only [w, if_pos hi]
      linarith
    · have h1 := anti _ (abs_pos.mpr (Int.cast_ne_zero.mpr hi)) (hlow m.1 i)
      simp only [w, if_neg hi]
      linarith
  exact Summable.of_nonneg_of_le
    (fun m => Real.rpow_nonneg (by linarith [hρ m]) _) hb
    ((summable_prod_weights hw0 hw).comp_injective Subtype.val_injective)
```

## (d) Divergence up to the dimension

Keep $n\ge1$ and $|m_i|\le\rho(m)$, and suppose also that, for some $D>0$, $\rho(m)\le DR$ whenever $R\ge0$ and all $|m_i|\le R$. Show that

$$\sum_{m\neq0}\rho(m)^{-s}<\infty\ \Longrightarrow\ s>n.$$

Suppose $s\le n$. For an integer $N\ge1$, the cube $(N,2N]^n$ contains $N^n$ integer points, and on it $1\le\rho(m)\le2DN$. Therefore $\rho^{-s}\ge\rho^{-n}\ge(2DN)^{-n}$, and the cube contributes at least

$$N^n(2DN)^{-n}=(2D)^{-n},$$

whatever $N$ is. Summability would provide a finite set $u$ such that every finite set disjoint from $u$ contributes less than $(2D)^{-n}$ in magnitude. Choosing $N$ at least as large as every first coordinate in $u$ makes the cube disjoint from $u$, which is a contradiction.

Lean obtains $u$ from `summable_iff_vanishing_norm`; `hcard` counts the points of the cube `t`, and `hterm` bounds each term.

```lean
/-- In `n ≥ 1` dimensions, if `ρ` is at least the largest coordinate magnitude and at most a fixed
multiple of it, summability of `ρ ^ (-s)` over the nonzero integer vectors forces `s > n`. -/
theorem dim_lt_of_summable {n : ℕ} (hn : 0 < n) {s D : ℝ} (hD : 0 < D)
    {ρ : (Fin n → ℤ) → ℝ} (hlow : ∀ m i, |(m i : ℝ)| ≤ ρ m)
    (hup : ∀ (m : Fin n → ℤ) (R : ℝ), 0 ≤ R → (∀ i, |(m i : ℝ)| ≤ R) → ρ m ≤ D * R)
    (h : Summable fun m : {m : Fin n → ℤ // m ≠ 0} => ρ m.1 ^ (-s)) : (n : ℝ) < s := by
  by_contra hs
  have hs' : s ≤ n := not_lt.mp hs
  have h' : Summable (Set.indicator {m : Fin n → ℤ | m ≠ 0} (fun m => ρ m ^ (-s))) :=
    summable_subtype_iff_indicator.mp h
  obtain ⟨u, hu⟩ := summable_iff_vanishing_norm.mp h' (((2 * D) ^ n)⁻¹) (by positivity)
  let i₀ : Fin n := ⟨0, hn⟩
  -- a cube (N, 2N]^n beyond the finite set u
  obtain ⟨N, hN1, hN⟩ : ∃ N : ℕ, 1 ≤ N ∧ ∀ m ∈ u, m i₀ ≤ (N : ℤ) := by
    refine ⟨∑ m ∈ u, (m i₀).natAbs + 1, by omega, fun m hm => ?_⟩
    have h1 : (m i₀).natAbs ≤ ∑ m ∈ u, (m i₀).natAbs :=
      Finset.single_le_sum (f := fun m : Fin n → ℤ => (m i₀).natAbs)
        (fun _ _ => Nat.zero_le _) hm
    omega
  have hNpos : (0 : ℝ) < N := by exact_mod_cast hN1
  let t : Finset (Fin n → ℤ) := Fintype.piFinset fun _ => Finset.Ioc (N : ℤ) (2 * N)
  have ht : ∀ m ∈ t, ∀ i, (N : ℤ) < m i ∧ m i ≤ 2 * N := fun m hm i =>
    Finset.mem_Ioc.mp (Fintype.mem_piFinset.mp hm i)
  have hcard : t.card = N ^ n := by
    have e : (2 * (N : ℤ) - N).toNat = N := by omega
    simp only [t, Fintype.card_piFinset, Finset.prod_const, Int.card_Ioc, e,
      Finset.card_univ, Fintype.card_fin]
  have hlt := hu t (Finset.disjoint_left.2 fun m hm hmu =>
    absurd (hN m hmu) (not_le_of_gt (ht m hm i₀).1))
  have hterm : ∀ m ∈ t, ((2 * D * N) ^ n)⁻¹ ≤
      Set.indicator {m : Fin n → ℤ | m ≠ 0} (fun m => ρ m ^ (-s)) m := by
    intro m hm
    have hone : (1 : ℤ) ≤ m i₀ := by have := (ht m hm i₀).1; omega
    have hm0 : m ∈ {m : Fin n → ℤ | m ≠ 0} := by
      intro h0
      rw [h0] at hone
      simp at hone
    rw [Set.indicator_of_mem hm0]
    have h1 : 1 ≤ ρ m :=
      (show (1 : ℝ) ≤ m i₀ by exact_mod_cast hone).trans ((le_abs_self _).trans (hlow m i₀))
    have h2 : ρ m ≤ D * (2 * N) := by
      refine hup m _ (by positivity) fun i => ?_
      have ha : (N : ℝ) < m i := by exact_mod_cast (ht m hm i).1
      have hb : (m i : ℝ) ≤ 2 * N := by exact_mod_cast (ht m hm i).2
      exact abs_le.2 ⟨by linarith, hb⟩
    have h3 : 0 < ρ m := by linarith
    calc ((2 * D * N) ^ n)⁻¹ ≤ (ρ m ^ n)⁻¹ :=
          inv_anti₀ (pow_pos h3 n) (pow_le_pow_left₀ h3.le (by linarith) n)
      _ = ρ m ^ (-(n : ℝ)) := by rw [Real.rpow_neg h3.le, Real.rpow_natCast]
      _ ≤ ρ m ^ (-s) := Real.rpow_le_rpow_of_exponent_le h1 (by linarith)
  have hsum := Finset.card_nsmul_le_sum t _ _ hterm
  have hval : t.card • ((2 * D * (N : ℝ)) ^ n)⁻¹ = ((2 * D) ^ n)⁻¹ := by
    have hNn : (N : ℝ) ^ n ≠ 0 := (pow_pos hNpos n).ne'
    rw [hcard, nsmul_eq_mul, Nat.cast_pow, mul_pow (2 * D) (N : ℝ) n, mul_inv,
      mul_left_comm, mul_inv_cancel₀ hNn, mul_one]
  rw [hval] at hsum
  rw [Real.norm_eq_abs] at hlt
  exact absurd (hsum.trans (le_abs_self _)) (not_le_of_gt hlt)
```

## (e) The threshold for an arbitrary lattice

Let $n\ge1$, $\det A\neq0$ and $s$ be any real number. Show that

$$\sum_{m\ne0}\|Am\|^{-s}<\infty\iff s>n.$$

With $K$ from part (a), set $\rho(m)=K\|Am\|$. Then $|m_i|\le\rho(m)$, and $\rho(m)\le K^2R$ whenever all $|m_i|\le R$, so parts (c) and (d) apply with $D=K^2$. Since $\rho^{-s}=K^{-s}\|Am\|^{-s}$, the rescaling multiplies every term by the same positive constant and leaves summability unchanged; this is `hscale`.

```lean
/-- On any lattice of full rank in `n ≥ 1` dimensions, the sum of inverse `s`-th powers of
the lengths of the nonzero lattice vectors converges if and only if `s > n`. -/
theorem summable_lattice_rpow_iff {n : ℕ} (hn : 0 < n) (A : Matrix (Fin n) (Fin n) ℝ)
    (hA : A.det ≠ 0) (s : ℝ) :
    (Summable fun m : {m : Fin n → ℤ // m ≠ 0} => ‖latticeVec A m.1‖ ^ (-s)) ↔
      (n : ℝ) < s := by
  obtain ⟨K, hK, hlow, hup⟩ := latticeVec_comparable A hA
  -- rescaling all lengths by K does not affect convergence
  have hscale : (Summable fun m : {m : Fin n → ℤ // m ≠ 0} =>
      (K * ‖latticeVec A m.1‖) ^ (-s)) ↔
      Summable fun m : {m : Fin n → ℤ // m ≠ 0} => ‖latticeVec A m.1‖ ^ (-s) := by
    simp only [Real.mul_rpow hK.le (norm_nonneg _)]
    exact summable_mul_left_iff (Real.rpow_pos_of_pos hK _).ne'
  rw [← hscale]
  constructor
  · intro h
    refine dim_lt_of_summable hn (D := K * K) (mul_pos hK hK)
      (ρ := fun m => K * ‖latticeVec A m‖) hlow (fun m R hR hm => ?_) h
    have h1 := mul_le_mul_of_nonneg_left (hup m R hR hm) hK.le
    linarith
  · intro h
    exact summable_of_dim_lt hn h (ρ := fun m => K * ‖latticeVec A m‖) hlow
```

## (f) Coulomb potentials

Let $n=3$ and $\det A\ne0$, and place charges $q(m)$ of either sign on the sites, with $|q(m)|\ge q_0>0$. Show that

$$\sum_{m\ne0}\left|\frac{q(m)}{\|Am\|}\right|=\infty.$$

The lower bound $q_0$ means that no site is empty and that the charges do not fade away with distance; finitely many species of ion, one on every site, satisfy it. It gives

$$\|Am\|^{-1}\le q_0^{-1}\left|\frac{q(m)}{\|Am\|}\right|.$$

If the right-hand side were summable, part (e) with $s=1$ would require $1>3$. Alternating charges are included, but sums first grouped into neutral cells are not treated.

```lean
/-- In three dimensions the Coulomb potential at the origin of lattice charges, of either
sign and with magnitudes bounded below, is not an absolutely convergent sum. -/
theorem coulomb_not_summable (A : Matrix (Fin 3) (Fin 3) ℝ) (hA : A.det ≠ 0)
    (q : (Fin 3 → ℤ) → ℝ) {q₀ : ℝ} (hq₀ : 0 < q₀) (hq : ∀ m, q₀ ≤ |q m|) :
    ¬ Summable fun m : {m : Fin 3 → ℤ // m ≠ 0} => |q m.1 / ‖latticeVec A m.1‖| := by
  intro h
  have h1 : Summable fun m : {m : Fin 3 → ℤ // m ≠ 0} =>
      ‖latticeVec A m.1‖ ^ (-(1 : ℝ)) := by
    refine Summable.of_nonneg_of_le (fun m => Real.rpow_nonneg (norm_nonneg _) _)
      (fun m => ?_) (h.mul_left q₀⁻¹)
    rw [Real.rpow_neg_one, abs_div, abs_of_nonneg (norm_nonneg (latticeVec A m.1)),
      div_eq_mul_inv, ← mul_assoc]
    refine le_mul_of_one_le_left (inv_nonneg.mpr (norm_nonneg _)) ?_
    rw [inv_mul_eq_div, le_div_iff₀ hq₀, one_mul]
    exact hq m.1
  have h2 := (summable_lattice_rpow_iff (by norm_num) A hA 1).mp h1
  norm_num at h2
```

## (g) A dipole field has no blind direction

For $p,r\in\mathbb R^3$ with $r\ne0$, show that

$$\|p\|\le\|r\|^3\,\|E(p,r)\|.$$

Let $\hat r=r/\|r\|$ and $c=p\cdot\hat r$. Then $\|r\|^3E=3c\,\hat r-p$, and

$$\|3c\,\hat r-p\|^2=9c^2-6c^2+\|p\|^2=\|p\|^2+3c^2\ge\|p\|^2.$$

The identity is `key` in the code; taking square roots finishes the proof.

```lean
/-- At distance `‖r‖` in any direction, the field of a dipole `p` has magnitude at least
`‖p‖ / ‖r‖ ^ 3`. -/
theorem dipoleField_lower_bound (p r : EuclideanSpace ℝ (Fin 3)) (hr : r ≠ 0) :
    ‖p‖ ≤ ‖r‖ ^ 3 * ‖dipoleField p r‖ := by
  have hr' : ‖r‖ ≠ 0 := norm_ne_zero_iff.mpr hr
  have key : (‖r‖ ^ 3 * ‖dipoleField p r‖) ^ 2 = ‖p‖ ^ 2 + 3 * (⟪p, r⟫_ℝ / ‖r‖) ^ 2 := by
    unfold dipoleField
    rw [mul_pow, norm_sub_sq_real, norm_smul, norm_smul, real_inner_smul_left,
      real_inner_smul_right, real_inner_comm p r, mul_pow, mul_pow, Real.norm_eq_abs,
      Real.norm_eq_abs, sq_abs, sq_abs]
    field_simp
    ring
  refine (sq_le_sq₀ (norm_nonneg _) (by positivity)).mp ?_
  rw [key]
  linarith [sq_nonneg (⟪p, r⟫_ℝ / ‖r‖)]
```

## (h) Fields of identical dipoles

Let $n=3$, $\det A\ne0$ and $p\ne0$. Show that

$$\sum_{m\ne0}\|E(p,Am)\|=\infty.$$

The displacement from site $m$ to the origin is $-Am$, but $E(p,-r)=E(p,r)$, so these are the field strengths at the origin. Part (a) ensures $Am\ne0$ for $m\neq0$, and part (g) gives

$$\|Am\|^{-3}\le\|p\|^{-1}\|E(p,Am)\|.$$

Summability would therefore require $3>3$ by part (e): the dipole sum sits exactly at the threshold.

For simulations with periodic boundary conditions, parts (f) and (h) mean that infinite sums over such fixed point charges or identical point dipoles need a stated summation order or another prescription, such as Ewald summation with a specified boundary condition at infinity. If all the charges have the same sign, no order gives a finite potential, and a compensating charge, such as a uniform background, has to be included first.

```lean
/-- In three dimensions the electric fields at the origin of identical nonzero dipoles on
the other lattice sites do not form an absolutely convergent sum. -/
theorem dipole_not_summable (A : Matrix (Fin 3) (Fin 3) ℝ) (hA : A.det ≠ 0)
    (p : EuclideanSpace ℝ (Fin 3)) (hp : p ≠ 0) :
    ¬ Summable fun m : {m : Fin 3 → ℤ // m ≠ 0} => ‖dipoleField p (latticeVec A m.1)‖ := by
  intro h
  obtain ⟨K, hK, hlow, -⟩ := latticeVec_comparable A hA
  have hp' : 0 < ‖p‖ := norm_pos_iff.mpr hp
  have h1 : Summable fun m : {m : Fin 3 → ℤ // m ≠ 0} =>
      ‖latticeVec A m.1‖ ^ (-(3 : ℝ)) := by
    refine Summable.of_nonneg_of_le (fun m => Real.rpow_nonneg (norm_nonneg _) _)
      (fun m => ?_) (h.mul_left ‖p‖⁻¹)
    have hr : latticeVec A m.1 ≠ 0 := by
      intro h0
      obtain ⟨i, hi⟩ := Function.ne_iff.mp m.2
      have h2 := hlow m.1 i
      rw [h0, norm_zero, mul_zero] at h2
      exact absurd h2 (not_le_of_gt (abs_pos.mpr (Int.cast_ne_zero.mpr hi)))
    have hr' : 0 < ‖latticeVec A m.1‖ ^ 3 := pow_pos (norm_pos_iff.mpr hr) 3
    have e : ‖latticeVec A m.1‖ ^ (-(3 : ℝ)) = (‖latticeVec A m.1‖ ^ 3)⁻¹ := by
      rw [Real.rpow_neg (norm_nonneg _)]
      congr 1
      exact_mod_cast Real.rpow_natCast ‖latticeVec A m.1‖ 3
    rw [e, inv_mul_eq_div, le_div_iff₀ hp', inv_mul_eq_div, div_le_iff₀ hr', mul_comm]
    exact dipoleField_lower_bound p _ hr
  have h2 := (summable_lattice_rpow_iff (by norm_num) A hA 3).mp h1
  norm_num at h2

end

end LatticePowerSums
```

```lean
#print axioms LatticePowerSums.summable_lattice_rpow_iff
-- 'LatticePowerSums.summable_lattice_rpow_iff' depends on axioms: [propext, Classical.choice, Quot.sound]
#print axioms LatticePowerSums.coulomb_not_summable
-- 'LatticePowerSums.coulomb_not_summable' depends on axioms: [propext, Classical.choice, Quot.sound]
#print axioms LatticePowerSums.dipole_not_summable
-- 'LatticePowerSums.dipole_not_summable' depends on axioms: [propext, Classical.choice, Quot.sound]
```
